# With the same potential, three-point finite differences never raise an energy level above its spectral value on the same one-dimensional periodic grid

Suppose a finite-difference calculation and a plane-wave calculation use the same potential and return different energy levels. If the sign of the kinetic discretisation error were unknown, a finite-difference level above the spectral one could be either a fault or an ordinary grid effect. For one particle on a one-dimensional periodic grid with a fixed Hermitian potential, the sign is known: each ordered finite-difference level lies at or below its spectral partner. A finite-difference level above its partner therefore points to something other than the discretisation error of the stencil, such as a coding mistake, potentials that differ or rounding.

## Grid, waves and two kinetic energies

The grid has $N\ge 1$ points, odd or even, with spacing $h$. Units have $\hbar=m_e=1$. Points $j$ and wave labels $m$ are elements of `ZMod N`, the integers modulo $N$, which builds in the periodicity.

In Lean 4 with Mathlib:

```lean
import Mathlib

open Matrix ComplexConjugate
open scoped ComplexOrder

namespace GridKineticComparison

noncomputable section

variable (N : ℕ) [NeZero N] (h : ℝ)
```

Let $\tilde m$ be the representative of $m$ with smallest absolute value, `m.valMinAbs`; for even $N$ the tie between $\pm N/2$ goes to $+N/2$. The wavenumber is $k_m=2\pi\tilde m/(Nh)$, so $|k_m|\le\pi/h$.

```lean
/-- Wavenumber `2πm/(Nh)` of the wave label `m`, taken with the representative of smallest absolute
value (the positive one in a tie); the domain is `N ≥ 1`, `h ≠ 0`. -/
def waveNumber (m : ZMod N) : ℝ := 2 * Real.pi * (m.valMinAbs : ℝ) / (N * h)
```

The plane waves are the columns of $W_{jm}=e^{2\pi i mj/N}$. Each column has norm $\sqrt N$; the normalised waves are the columns of $W/\sqrt N$.

```lean
/-- The matrix whose column `m` is the plane wave `exp(2πi m j / N)` on the grid points `j`. -/
def waveMatrix : Matrix (ZMod N) (ZMod N) ℂ := of fun j m => ZMod.stdAddChar (m * j)
```

An operator that multiplies wave $m$ by a real number $f_m$ is $W\,\mathrm{diag}(f)\,W^\dagger/N$.

```lean
/-- Transform to plane waves, multiply wave `m` by `f m`, and transform back. -/
def fourierMultiplier (f : ZMod N → ℝ) : Matrix (ZMod N) (ZMod N) ℂ :=
  waveMatrix N * diagonal (fun m => (f m : ℂ)) * ((N : ℂ)⁻¹ • (waveMatrix N)ᴴ)
```

The spectral kinetic energy $S$ is the case $f_m=k_m^2/2$.

```lean
/-- The spectral kinetic energy, `k²/2` on each plane wave, for `h ≠ 0`. -/
def spectralKinetic : Matrix (ZMod N) (ZMod N) ℂ :=
  fourierMultiplier N fun m => waveNumber N h m ^ 2 / 2
```

The finite-difference operator $F$ acts on a grid function $\psi$ as
$$(F\psi)_j=\frac{2\psi_j-\psi_{j+1}-\psi_{j-1}}{2h^2}.$$
It is defined by its matrix entries, without reference to plane waves. For $N\le 2$ the neighbours coincide and their entries add.

```lean
/-- Minus one half of the periodic three-point second difference divided by `h²`, for `h ≠ 0`. -/
def finiteDifference : Matrix (ZMod N) (ZMod N) ℂ := of fun j l =>
  (2 * (if j = l then 1 else 0) - (if j + 1 = l then 1 else 0)
    - (if j - 1 = l then 1 else 0)) / (2 * (h : ℂ) ^ 2)
```

Its expected energy on wave $m$ is $(1-\cos k_mh)/h^2$, which is derived from the stencil below.

```lean
/-- The finite-difference dispersion `(1 - cos kh)/h²`, for `h ≠ 0`. -/
def fdEnergy (m : ZMod N) : ℝ := (1 - Real.cos (waveNumber N h m * h)) / h ^ 2
```

The quantity to be bounded is the gap $g_m=k_m^2/2-(1-\cos k_mh)/h^2$.

```lean
/-- Spectral minus finite-difference kinetic energy of wave `m`, for `h ≠ 0`. -/
def kineticGap (m : ZMod N) : ℝ := waveNumber N h m ^ 2 / 2 - fdEnergy N h m
```

## The stencil is diagonal in plane waves

From here on $h>0$. At position $x=jh$ the phase is $k_mx=2\pi\tilde mj/N$. Replacing $\tilde m$ by $m$ changes it by a multiple of $2\pi$, so $W_{jm}=e^{ik_mx}$. In the proof, `ZMod.coe_valMinAbs` exchanges the label for its representative, and `field_simp` cancels $h$.

```lean
variable {h}

/-- For spacing `h > 0`, the plane wave at position `x = jh` is `exp(ikx)`. -/
theorem waveMatrix_apply (hh : 0 < h) (m : ZMod N) (j : ℤ) :
    waveMatrix N j m = Complex.exp (Complex.I * waveNumber N h m * (j * h)) := by
  have e : m * (j : ZMod N) = ((m.valMinAbs * j : ℤ) : ZMod N) := by
    rw [Int.cast_mul, ZMod.coe_valMinAbs]
  have hN : (N : ℂ) ≠ 0 := Nat.cast_ne_zero.mpr (NeZero.ne N)
  have h0 : (h : ℂ) ≠ 0 := Complex.ofReal_ne_zero.mpr hh.ne'
  rw [waveMatrix, of_apply, e, ZMod.stdAddChar_coe]
  congr 1
  unfold waveNumber
  push_cast
  field_simp
```

Completeness is the sum
$$\sum_m W_{jm}\overline{W_{lm}}=\sum_m e^{2\pi i m(j-l)/N}=N\delta_{jl}.$$
For $j\ne l$ it is a geometric series over a full period and vanishes. The lemma `AddChar.sum_mulShift` supplies this sum.

```lean
/-- The plane waves are complete: their matrix times its adjoint over `N` is the identity. -/
theorem waveMatrix_complete : waveMatrix N * ((N : ℂ)⁻¹ • (waveMatrix N)ᴴ) = 1 := by
  have hN : (N : ℂ) ≠ 0 := Nat.cast_ne_zero.mpr (NeZero.ne N)
  ext j l
  have e : (waveMatrix N * (waveMatrix N)ᴴ) j l = ∑ m, ZMod.stdAddChar (m * (j - l)) :=
    Finset.sum_congr rfl fun m _ => by
      change ZMod.stdAddChar (m * j) * conj (ZMod.stdAddChar (m * l)) = _
      rw [← AddChar.map_neg_eq_conj, ← AddChar.map_add_eq_mul]
      congr 1
      ring
  rw [Matrix.mul_smul, Matrix.smul_apply, e,
    AddChar.sum_mulShift _ (ZMod.isPrimitive_stdAddChar N)]
  by_cases hj : j = l <;> simp [hj, sub_eq_zero, Matrix.one_apply, ZMod.card, hN]
```

Moving one grid point multiplies a wave by $e^{\pm ik_mh}$, so $F$ multiplies it by
$$\frac{2-e^{ik_mh}-e^{-ik_mh}}{2h^2}=\frac{1-\cos k_mh}{h^2}.$$
In the code, `hadd` is the shift rule, `hc` is this identity, and `hs` collects all the waves into $FW=W\,\mathrm{diag}(\cdot)$. Multiplying on the right by $W^\dagger/N$ gives $F$ itself.

```lean
/-- For `h > 0` the three-point stencil multiplies each plane wave by `(1 - cos kh)/h²`. -/
theorem finiteDifference_eq (hh : 0 < h) :
    finiteDifference N h = fourierMultiplier N (fdEnergy N h) := by
  have hs : finiteDifference N h * waveMatrix N
      = waveMatrix N * diagonal (fun m => (fdEnergy N h m : ℂ)) := by
    ext j m
    have hadd (a b : ZMod N) : waveMatrix N (a + b) m = waveMatrix N a m * waveMatrix N b m := by
      simp only [waveMatrix, of_apply, mul_add, AddChar.map_add_eq_mul]
    -- the cosine is the mean of the two neighbouring phases
    have hc : (fdEnergy N h m : ℂ)
        = (2 - waveMatrix N 1 m - waveMatrix N (-1) m) / (2 * (h : ℂ) ^ 2) := by
      have e1 := waveMatrix_apply N hh m 1
      have e2 := waveMatrix_apply N hh m (-1)
      simp only [Int.cast_neg, Int.cast_one] at e1 e2
      rw [e1, e2, fdEnergy]
      push_cast
      rw [Complex.cos]
      ring_nf
    rw [Matrix.mul_apply, Matrix.mul_diagonal, hc]
    simp only [finiteDifference, of_apply, div_mul_eq_mul_div, ← Finset.sum_div, sub_mul,
      Finset.sum_sub_distrib, mul_assoc, ite_mul, one_mul, zero_mul, ← Finset.mul_sum,
      Finset.sum_ite_eq, Finset.mem_univ, if_true]
    rw [sub_eq_add_neg j, hadd, hadd]
    ring
  rw [fourierMultiplier, ← hs, Matrix.mul_assoc, waveMatrix_complete, Matrix.mul_one]
```

## Enclosing the gap

The lower bound on $g_m$ needs $\cos x\ge 1-x^2/2$, which Mathlib provides. The upper bound needs $\cos x\le 1-x^2/2+x^4/24$ for every real $x$.

Let $p(y)=\sin y-y+y^3/6$. Then $p(0)=0$ and $p'(y)=\cos y-1+y^2/2\ge0$, so $y\,p(y)\ge0$, that is, $y(\sin y-y)\ge-y^4/6$. Hence
$$\sin^2y=y^2+2y(\sin y-y)+(\sin y-y)^2\ge y^2-\tfrac{y^4}{3}.$$
Putting $y=x/2$ into $\cos x=1-2\sin^2(x/2)$ gives the bound. The closing `nlinarith` receives the same two inequalities, together with $\sin^2+\cos^2=1$.

```lean
/-- For every real `x`, the cosine is at most its fourth-order Taylor polynomial at `0`. -/
theorem cos_le_quartic (x : ℝ) : Real.cos x ≤ 1 - x ^ 2 / 2 + x ^ 4 / 24 := by
  have H (y : ℝ) : HasDerivAt (fun y => Real.sin y - y + y ^ 3 / 6)
      (Real.cos y - 1 + y ^ 2 / 2) y := by
    have d := ((Real.hasDerivAt_sin y).fun_sub (hasDerivAt_id' y)).fun_add
      ((hasDerivAt_pow 3 y).div_const 6)
    refine d.congr_deriv ?_
    change Real.cos y - 1 + ((3 : ℕ) : ℝ) * y ^ 2 / 6 = _
    push_cast
    ring
  have mono := monotone_of_deriv_nonneg (fun y => (H y).differentiableAt) fun y => by
    have c : 1 - y ^ 2 / 2 ≤ Real.cos y := Real.one_sub_sq_div_two_le_cos
    rw [(H y).deriv]
    linarith
  -- the sine lies above its cubic on the right and below it on the left
  have g (y : ℝ) : 0 ≤ y * (Real.sin y - y + y ^ 3 / 6) := by
    rcases le_total 0 y with h0 | h0
    · have m := mono h0
      simp only [Real.sin_zero] at m
      exact mul_nonneg h0 (by linarith)
    · have m := mono h0
      simp only [Real.sin_zero] at m
      exact mul_nonneg_of_nonpos_of_nonpos h0 (by linarith)
  have c := Real.cos_two_mul (x / 2)
  rw [show 2 * (x / 2) = x by ring] at c
  nlinarith [g (x / 2), sq_nonneg (Real.sin (x / 2) - x / 2), Real.sin_sq_add_cos_sq (x / 2)]
```

With $x=k_mh$ the gap is $g_m=(x^2/2-1+\cos x)/h^2$, so
$$0\le g_m\le\frac{x^4}{24h^2}=\frac{h^2k_m^4}{24}.$$
The theorem has three parts: $S-F$ is the multiplier $g$; each plane wave is an eigenvector of $S-F$ with eigenvalue $g_m$; and $g_m$ obeys these bounds. The second part uses $W^\dagger W/N=1$, which follows from completeness because the matrices are square.

```lean
/-- For `h > 0`, spectral minus finite-difference kinetic energy has the plane waves as
eigenvectors, with eigenvalues between `0` and `h²k⁴/24`. -/
theorem kinetic_difference (hh : 0 < h) :
    spectralKinetic N h - finiteDifference N h = fourierMultiplier N (kineticGap N h) ∧
    (spectralKinetic N h - finiteDifference N h) * waveMatrix N
      = waveMatrix N * diagonal (fun m => (kineticGap N h m : ℂ)) ∧
    ∀ m, 0 ≤ kineticGap N h m ∧ kineticGap N h m ≤ h ^ 2 * waveNumber N h m ^ 4 / 24 := by
  have e : spectralKinetic N h - finiteDifference N h
      = fourierMultiplier N (kineticGap N h) := by
    rw [finiteDifference_eq N hh]
    simp only [spectralKinetic, fourierMultiplier, kineticGap, Complex.ofReal_sub]
    rw [← Matrix.sub_mul, ← Matrix.mul_sub, Matrix.diagonal_sub]
  refine ⟨e, ?_, fun m => ⟨?_, ?_⟩⟩
  · rw [e, fourierMultiplier, Matrix.mul_assoc, mul_eq_one_comm.mp (waveMatrix_complete N),
      Matrix.mul_one]
  · have c : 1 - (waveNumber N h m * h) ^ 2 / 2 ≤ Real.cos (waveNumber N h m * h) :=
      Real.one_sub_sq_div_two_le_cos
    rw [kineticGap, fdEnergy, sub_nonneg, div_le_iff₀ (by positivity)]
    linarith
  · have c := cos_le_quartic (waveNumber N h m * h)
    rw [kineticGap, fdEnergy, sub_le_comm, le_div_iff₀ (by positivity)]
    linarith
```

## From expectation values to ordered levels

Both kinetic matrices have the form $W\,\mathrm{diag}(f)\,W^\dagger/N$ with real $f$, and taking the adjoint returns the same matrix.

```lean
/-- For `h > 0` both kinetic-energy matrices are Hermitian. -/
theorem kinetic_isHermitian (hh : 0 < h) :
    (finiteDifference N h).IsHermitian ∧ (spectralKinetic N h).IsHermitian := by
  have H (f : ZMod N → ℝ) : (fourierMultiplier N f).IsHermitian := by
    have s1 : star ((N : ℂ)⁻¹) = (N : ℂ)⁻¹ := by simp
    have s2 : star (fun m => (f m : ℂ)) = fun m => (f m : ℂ) :=
      funext fun m => Complex.conj_ofReal _
    rw [Matrix.IsHermitian, fourierMultiplier, Matrix.mul_smul, conjTranspose_smul,
      conjTranspose_mul, conjTranspose_mul, conjTranspose_conjTranspose,
      diagonal_conjTranspose, s1, s2, ← Matrix.mul_assoc]
  exact ⟨finiteDifference_eq N hh ▸ H _, H _⟩
```

Let $A$ and $B$ be symmetric operators on an $n$-dimensional space with $\langle x,Ax\rangle\le\langle x,Bx\rangle$ for all $x$. List their eigenvalues in decreasing order, $a_0\ge a_1\ge\dots$ and $b_0\ge b_1\ge\dots$, with orthonormal eigenvectors $u_j$ and $v_j$. For a given $i$, require $\langle v_j,x\rangle=0$ for $j<i$ and $\langle u_j,x\rangle=0$ for $j>i$. These are $n-1$ linear conditions, so some $x\ne0$ satisfies them all, and
$$a_i\|x\|^2\le\langle x,Ax\rangle\le\langle x,Bx\rangle\le b_i\|x\|^2.$$
In the proof, `q` expands an expectation value in an eigenbasis, the kernel of `f` supplies $x$, and `lower` and `upper` are the outer inequalities.

```lean
/-- On a finite-dimensional space, if one symmetric operator has expectation values no larger
than another in every vector, then each of its ordered eigenvalues is no larger. -/
theorem eigenvalues_mono {E : Type*} [NormedAddCommGroup E] [InnerProductSpace ℂ E]
    [FiniteDimensional ℂ E] {n : ℕ} (hn : Module.finrank ℂ E = n) {A B : E →ₗ[ℂ] E}
    (hA : A.IsSymmetric) (hB : B.IsSymmetric)
    (hAB : ∀ x, (inner ℂ x (A x)).re ≤ (inner ℂ x (B x)).re) (i : Fin n) :
    hA.eigenvalues hn i ≤ hB.eigenvalues hn i := by
  have q {T : E →ₗ[ℂ] E} (hT : T.IsSymmetric) (x : E) : (inner ℂ x (T x)).re
      = ∑ j, hT.eigenvalues hn j * ‖inner ℂ (hT.eigenvectorBasis hn j) x‖ ^ 2 := by
    rw [← (hT.eigenvectorBasis hn).sum_inner_mul_inner x (T x), Complex.re_sum]
    refine Finset.sum_congr rfl fun j _ => ?_
    have e : T (hT.eigenvectorBasis hn j)
        = (hT.eigenvalues hn j : ℂ) • hT.eigenvectorBasis hn j := hT.apply_eigenvectorBasis hn j
    rw [← hT (hT.eigenvectorBasis hn j) x, e, inner_smul_left, Complex.conj_ofReal,
      ← inner_conj_symm x (hT.eigenvectorBasis hn j), mul_left_comm,
      ← Complex.normSq_eq_conj_mul_self, ← Complex.ofReal_mul, Complex.ofReal_re,
      Complex.normSq_eq_norm_sq]
  -- one condition fewer than the dimension leaves a nonzero test vector
  let f : E →ₗ[ℂ] ({j : Fin n // j ≠ i} → ℂ) := LinearMap.pi fun j =>
    if j.1 < i then innerₛₗ ℂ (hB.eigenvectorBasis hn j) else innerₛₗ ℂ (hA.eigenvectorBasis hn j)
  have hf : LinearMap.ker f ≠ ⊥ := LinearMap.ker_ne_bot_of_finrank_lt (by
    have c := Fintype.card_subtype_lt (p := fun j : Fin n => j ≠ i) (x := i) (by simp)
    rw [Fintype.card_fin] at c
    rwa [Module.finrank_fintype_fun_eq_card, hn])
  obtain ⟨x, hx, hx0⟩ := (Submodule.ne_bot_iff _).mp hf
  have hz (j : Fin n) (hj : j ≠ i) : (if j < i then innerₛₗ ℂ (hB.eigenvectorBasis hn j)
      else innerₛₗ ℂ (hA.eigenvectorBasis hn j)) x = 0 :=
    congrFun (LinearMap.mem_ker.mp hx) ⟨j, hj⟩
  have lower : hA.eigenvalues hn i * ‖x‖ ^ 2 ≤ (inner ℂ x (A x)).re := by
    rw [q hA, ← (hA.eigenvectorBasis hn).sum_sq_norm_inner_right x, Finset.mul_sum]
    refine Finset.sum_le_sum fun j _ => ?_
    by_cases hj : i < j
    · have z := hz j hj.ne'
      rw [if_neg (not_lt_of_ge hj.le)] at z
      change inner ℂ (hA.eigenvectorBasis hn j) x = 0 at z
      simp [z]
    · exact mul_le_mul_of_nonneg_right (hA.eigenvalues_antitone hn (not_lt.mp hj)) (sq_nonneg _)
  have upper : (inner ℂ x (B x)).re ≤ hB.eigenvalues hn i * ‖x‖ ^ 2 := by
    rw [q hB, ← (hB.eigenvectorBasis hn).sum_sq_norm_inner_right x, Finset.mul_sum]
    refine Finset.sum_le_sum fun j _ => ?_
    by_cases hj : j < i
    · have z := hz j hj.ne
      rw [if_pos hj] at z
      change inner ℂ (hB.eigenvectorBasis hn j) x = 0 at z
      simp [z]
    · exact mul_le_mul_of_nonneg_right (hB.eigenvalues_antitone hn (not_lt.mp hj)) (sq_nonneg _)
  exact le_of_mul_le_mul_right (lower.trans ((hAB x).trans upper))
    (pow_pos (norm_pos_iff.mpr hx0) 2)
```

For any grid function $\psi$,
$$\langle\psi,(S-F)\psi\rangle=\frac1N\sum_m g_m\,|(W^\dagger\psi)_m|^2\ge0.$$
A common potential $V$ cancels in $(S+V)-(F+V)$, so the comparison of ordered eigenvalues applies to the two Hamiltonians.

In the statement, `hV` says that $V$ is Hermitian. $V$ need not be diagonal, so nonlocal norm-conserving pseudopotentials are allowed. The list `eigenvalues₀` is decreasing and counts multiplicity, so index $0$ is the highest level; counting from the bottom pairs the same levels. The proof obtains positivity as `p` and rewrites inner products as matrix expressions with `hin`.

```lean
/-- For `h > 0` and any common Hermitian potential matrix `V`, every ordered eigenvalue of the
finite-difference Hamiltonian is at most the corresponding spectral one. -/
theorem finiteDifference_eigenvalue_le_spectral (hh : 0 < h)
    {V : Matrix (ZMod N) (ZMod N) ℂ} (hV : V.IsHermitian) (i : Fin (Fintype.card (ZMod N))) :
    ((kinetic_isHermitian N hh).1.add hV).eigenvalues₀ i
      ≤ ((kinetic_isHermitian N hh).2.add hV).eigenvalues₀ i := by
  obtain ⟨e, -, hg⟩ := kinetic_difference N hh
  -- the kinetic difference is positive semidefinite
  have p : (spectralKinetic N h - finiteDifference N h).PosSemidef := by
    have s : (0 : ℂ) ≤ (N : ℂ)⁻¹ := by
      rw [show (N : ℂ)⁻¹ = (((N : ℝ)⁻¹ : ℝ) : ℂ) by simp]
      exact Complex.zero_le_real.mpr (by positivity)
    rw [e, fourierMultiplier, Matrix.mul_smul]
    exact ((PosSemidef.diagonal fun m =>
      Complex.zero_le_real.mpr (hg m).1).mul_mul_conjTranspose_same _).smul s
  have hin (C : Matrix (ZMod N) (ZMod N) ℂ) (x : EuclideanSpace ℂ (ZMod N)) :
      inner ℂ x (toEuclideanLin C x) = star x.ofLp ⬝ᵥ C *ᵥ x.ofLp :=
    (EuclideanSpace.inner_eq_star_dotProduct _ _).trans (dotProduct_comm _ _)
  unfold Matrix.IsHermitian.eigenvalues₀
  refine eigenvalues_mono _ _ _ (fun x => ?_) i
  refine ((congrArg Complex.re (hin (finiteDifference N h + V) x)).trans_le ?_).trans_eq
    (congrArg Complex.re (hin (spectralKinetic N h + V) x)).symm
  have r := (Complex.le_def.mp (p.dotProduct_mulVec_nonneg x.ofLp)).1
  rw [sub_mulVec, dotProduct_sub, Complex.sub_re, Complex.zero_re] at r
  rw [add_mulVec, add_mulVec, dotProduct_add, dotProduct_add, Complex.add_re, Complex.add_re]
  linarith

end

end GridKineticComparison
```

```lean
#print axioms GridKineticComparison.finiteDifference_eigenvalue_le_spectral
-- 'GridKineticComparison.finiteDifference_eigenvalue_le_spectral' depends on axioms: [propext, Classical.choice, Quot.sound]
```

## Real spectra are not enough

The potential is fixed and shared, so a self-consistent calculation in which each method produces its own $V$ does not meet the hypotheses. The bound $h^2k^4/24$ concerns the kinetic operators alone, and the reference is the spectral operator on the same grid, not the continuum.

Hermiticity of $V$ cannot be weakened to the requirement that both Hamiltonians have real eigenvalues. Take $N=2$ and $h=1$. In the normalised plane-wave basis $F=\mathrm{diag}(0,2)$ and $S=\mathrm{diag}(0,\pi^2/2)$. Add
$$V=\frac{\sqrt3}{2}\begin{pmatrix}0&1\\-1&0\end{pmatrix}.$$
With $s$ the second kinetic entry, the eigenvalues are $\tfrac12\left(s\pm\sqrt{s^2-3}\right)$. The lower one is $0.5$ for $F+V$ but about $0.157$ for $S+V$, which reverses the order.
